# A mean-field state can pass a real-orbital stability test and still be unstable to imaginary orbital rotations

A mean-field calculation with real orbitals may converge, pass its stability test, and still sit at a saddle point. This can happen if the test has tried only real mixings of occupied and empty orbitals, while the energy falls along an imaginary one. In a search for an excitonic insulator, where electrons and holes bind and condense, an order missed in this way can involve currents between orbitals. The problems below work out when this happens, for finitely many particle-hole pairs and a second-order energy with real coefficients. The question arises in the stability analysis of Hartree-Fock solutions, here restricted to that quadratic energy.

## The energy of a small orbital rotation

Label the particle-hole pairs by i. In pair i an occupied orbital acquires a small admixture zᵢ of an empty one. For a stationary state the first-order energy change vanishes, and the second-order change is taken to be

E(z) = Re ⟨z, A z⟩ + Re ⟨z, B conj(z)⟩.

The matrix A contains the cost of the excitations and the coupling between them. B couples the creation of one pair to the creation of another. Both are real, as for real reference orbitals and a real Hamiltonian. They are given matrices here: the step from a particular Hamiltonian and its stationary state to A and B is left to the user.

In Lean, the finite type `n` is the set of pairs.

```lean
import Mathlib

open Matrix ComplexConjugate

namespace ExcitonicStability

noncomputable section

variable {n : Type*} [Fintype n]
```

The function `rotation x y` is the amplitude vector z = x + iy, with x and y real. The name refers to the amplitudes that generate an orbital rotation, not to a unitary matrix.

```lean
/-- The orbital-rotation amplitudes `z = x + i y` with real part `x` and imaginary part `y`,
one for each particle-hole pair. -/
def rotation (x y : n → ℝ) : n → ℂ := fun i => (x i : ℂ) + (y i : ℂ) * Complex.I
```

The two terms are explicit double sums, with the left-hand vector conjugated.

```lean
/-- The term `⟨z, A z⟩` of the second-order energy. -/
def normalTerm (A : Matrix n n ℝ) (z : n → ℂ) : ℂ :=
  ∑ i, ∑ j, conj (z i) * (A i j : ℂ) * z j

/-- The term `⟨z, B conj z⟩` of the second-order energy, which couples pair creation to
pair creation. -/
def anomalousTerm (B : Matrix n n ℝ) (z : n → ℂ) : ℂ :=
  ∑ i, ∑ j, conj (z i) * (B i j : ℂ) * conj (z j)
```

Their real parts add up to E(z), called `secondVariation`. With this normalisation there is no further factor of one half.

```lean
/-- The second-order energy change `Re ⟨z, A z⟩ + Re ⟨z, B conj z⟩` of a mean-field state
under the orbital rotation `z`. -/
def secondVariation (A B : Matrix n n ℝ) (z : n → ℂ) : ℝ :=
  (normalTerm A z).re + (anomalousTerm B z).re
```

Stability means that E(z) is never negative, so directions of zero energy are allowed. `Stable` tests all complex z, and `RealStable` only those with y = 0.

```lean
/-- Stability: no complex orbital rotation lowers the energy to second order. -/
def Stable (A B : Matrix n n ℝ) : Prop := ∀ z : n → ℂ, 0 ≤ secondVariation A B z

/-- Real stability: no real orbital rotation lowers the energy to second order. -/
def RealStable (A B : Matrix n n ℝ) : Prop :=
  ∀ x : n → ℝ, 0 ≤ secondVariation A B (rotation x 0)
```

## (a) Reality of the normal term

Show that for a real symmetric A the first term is real for every complex z:

Im ⟨z, A z⟩ = 0.

**Solution.** Conjugate the double sum and then exchange the names of the indices:

conj(Σᵢⱼ conj(zᵢ) Aᵢⱼ zⱼ) = Σᵢⱼ zᵢ Aᵢⱼ conj(zⱼ) = Σᵢⱼ conj(zᵢ) Aⱼᵢ zⱼ.

Since Aⱼᵢ = Aᵢⱼ, this is the original sum. A number equal to its conjugate has no imaginary part.

The hypothesis `hA : A.IsSymm` is the symmetry of A. In the proof, `Finset.sum_comm` exchanges the indices and `hA.apply i j` replaces Aⱼᵢ by Aᵢⱼ. The later results need no symmetry of A or B, because E(z) is defined with real parts.

```lean
/-- For a real symmetric matrix `A` the term `⟨z, A z⟩` has no imaginary part. -/
theorem normalTerm_im (A : Matrix n n ℝ) (hA : A.IsSymm) (z : n → ℂ) :
    (normalTerm A z).im = 0 := by
  apply Complex.conj_eq_iff_im.mp
  simp only [normalTerm, map_sum, map_mul, Complex.conj_conj, Complex.conj_ofReal]
  -- conjugation exchanges the two pair indices
  rw [Finset.sum_comm]
  refine Finset.sum_congr rfl fun i _ => Finset.sum_congr rfl fun j _ => ?_
  rw [hA.apply i j]
  ring
```

## (b) Separation into two channels

Show that the real and imaginary parts of the amplitudes do not mix in the energy:

E(x + iy) = ⟨x, (A + B) x⟩ + ⟨y, (A − B) y⟩.

**Solution.** For one pair of indices,

Re[conj(zᵢ) zⱼ] = xᵢxⱼ + yᵢyⱼ,

Re[conj(zᵢ) conj(zⱼ)] = xᵢxⱼ − yᵢyⱼ.

Multiply the first line by Aᵢⱼ and the second by Bᵢⱼ, and add:

(Aᵢⱼ + Bᵢⱼ) xᵢxⱼ + (Aᵢⱼ − Bᵢⱼ) yᵢyⱼ.

Summing over i and j gives the result. The extra conjugation in the B term is what reverses the sign for imaginary amplitudes.

Lean writes the real scalar product as `⬝ᵥ` and a matrix acting on a vector as `*ᵥ`. The proof brings both sides to double sums, compares them term by term with `Finset.sum_congr`, expands real and imaginary parts, and leaves the polynomial identity to `ring`.

```lean
/-- The second-order energy splits into a real channel governed by `A + B` and an imaginary
channel governed by `A - B`. -/
theorem secondVariation_rotation (A B : Matrix n n ℝ) (x y : n → ℝ) :
    secondVariation A B (rotation x y) =
      x ⬝ᵥ ((A + B) *ᵥ x) + y ⬝ᵥ ((A - B) *ᵥ y) := by
  simp only [secondVariation, normalTerm, anomalousTerm, dotProduct, mulVec,
    Complex.re_sum, Finset.mul_sum, ← Finset.sum_add_distrib]
  -- compare the contributions of each pair of indices
  refine Finset.sum_congr rfl fun i _ => Finset.sum_congr rfl fun j _ => ?_
  simp only [rotation, Complex.mul_re, Complex.mul_im, Complex.add_re, Complex.add_im,
    Complex.conj_re, Complex.conj_im, Complex.ofReal_re, Complex.ofReal_im,
    Complex.I_re, Complex.I_im, Matrix.add_apply, Matrix.sub_apply]
  ring
```

## (c) What the real test examines

Show that stability against real rotations is a condition on one matrix:

E(x) ≥ 0 for all real x ⇔ ⟨x, (A + B) x⟩ ≥ 0 for all real x.

**Solution.** Put y = 0 in (b). The second term vanishes, and E(x) = ⟨x, (A + B) x⟩. The two conditions are therefore the same inequality.

The Lean proof makes the same substitution: `secondVariation_rotation` is the identity of (b), and the remaining lemmas remove the zero term.

```lean
/-- A mean-field state is stable against real orbital rotations exactly when the quadratic
form of `A + B` is nonnegative. -/
theorem realStable_iff (A B : Matrix n n ℝ) :
    RealStable A B ↔ ∀ x : n → ℝ, 0 ≤ x ⬝ᵥ ((A + B) *ᵥ x) := by
  simp only [RealStable, secondVariation_rotation, zero_dotProduct, add_zero]
```

## (d) What the complex test examines

Show that full stability requires both channels to be nonnegative:

E(z) ≥ 0 for all complex z ⇔ ⟨x, (A + B) x⟩ ≥ 0 and ⟨y, (A − B) y⟩ ≥ 0 for all real x and y.

**Solution.** Suppose first that E(z) is never negative. The choice z = x gives the first inequality, and z = iy gives the second. Conversely, suppose that both inequalities hold. Write any z as x + iy. By (b), E(z) is then a sum of two nonnegative numbers.

In Lean the forward direction uses `rotation x 0` and `rotation 0 y`. For the converse, `hz` writes an arbitrary z in terms of its real and imaginary parts, and `add_nonneg` adds the two inequalities.

```lean
/-- A mean-field state is stable against all complex orbital rotations exactly when the
quadratic forms of `A + B` and of `A - B` are both nonnegative. -/
theorem stable_iff (A B : Matrix n n ℝ) :
    Stable A B ↔ (∀ x : n → ℝ, 0 ≤ x ⬝ᵥ ((A + B) *ᵥ x)) ∧
      (∀ y : n → ℝ, 0 ≤ y ⬝ᵥ ((A - B) *ᵥ y)) := by
  constructor
  · intro h
    refine ⟨fun x => ?_, fun y => ?_⟩
    · have hx := h (rotation x 0)
      rwa [secondVariation_rotation, zero_dotProduct, add_zero] at hx
    · have hy := h (rotation 0 y)
      rwa [secondVariation_rotation, zero_dotProduct, zero_add] at hy
  · rintro ⟨hp, hm⟩ z
    -- split the amplitudes into real and imaginary parts
    have hz : z = rotation (fun i => (z i).re) (fun i => (z i).im) := by
      funext i
      exact (Complex.re_add_im (z i)).symm
    rw [hz, secondVariation_rotation]
    exact add_nonneg (hp _) (hm _)
```

## (e) When the real test misses an instability

Show that the state passes the real test and fails the complex one exactly under this condition:

⟨x, (A + B) x⟩ ≥ 0 for all real x, and ⟨y, (A − B) y⟩ < 0 for some real y.

**Solution.** By (c), passing the real test is the first statement. Given that, (d) says that full stability can fail only through the second channel, so some y must give a negative value. Conversely, such a y violates the second inequality in (d), and the state is unstable.

The left side of the Lean equivalence is `RealStable A B ∧ ¬ Stable A B`. The proof rewrites it with (c) and (d). It then obtains the direction y by contradiction: if there were none, both channels would be nonnegative.

```lean
/-- The real-orbital test passes for an unstable state exactly when the quadratic form of
`A + B` is nonnegative while that of `A - B` is negative in some direction. -/
theorem real_test_misses_iff (A B : Matrix n n ℝ) :
    (RealStable A B ∧ ¬ Stable A B) ↔
      (∀ x : n → ℝ, 0 ≤ x ⬝ᵥ ((A + B) *ᵥ x)) ∧
        ∃ y : n → ℝ, y ⬝ᵥ ((A - B) *ᵥ y) < 0 := by
  rw [realStable_iff, stable_iff]
  constructor
  · rintro ⟨h, hn⟩
    refine ⟨h, ?_⟩
    by_contra hc
    exact hn ⟨h, fun y => not_lt.mp fun hy => hc ⟨y, hy⟩⟩
  · rintro ⟨h, y, hy⟩
    exact ⟨h, fun hs => not_lt_of_ge (hs.2 y) hy⟩
```

## (f) Turning the phase of the order

Give all amplitudes of a real rotation x the same phase θ. Show that

E(e^(iθ) x) = ⟨x, A x⟩ + cos(2θ) ⟨x, B x⟩.

**Solution.** The real part of the new amplitude vector is cos θ · x and the imaginary part is sin θ · x. From (b),

E = cos²θ (⟨x, A x⟩ + ⟨x, B x⟩) + sin²θ (⟨x, A x⟩ − ⟨x, B x⟩).

The A terms combine through cos²θ + sin²θ = 1, and the B terms through cos²θ − sin²θ = cos(2θ). Only B makes the energy depend on the phase. If ⟨x, B x⟩ is positive, the lowest energy for this x is reached at θ = π/2, where the amplitudes are imaginary.

The step `hz` identifies the phased vector with `rotation (Real.cos θ • x) (Real.sin θ • x)`. After (b) has been applied, `linear_combination` uses sin²θ + cos²θ = 1 to finish the algebra.

```lean
/-- If all amplitudes of a real rotation `x` acquire a common phase `θ`, the second-order
energy is `⟨x, A x⟩ + cos 2θ ⟨x, B x⟩`. -/
theorem secondVariation_phase (A B : Matrix n n ℝ) (x : n → ℝ) (θ : ℝ) :
    secondVariation A B (fun i => Complex.exp (θ * Complex.I) * (x i : ℂ)) =
      x ⬝ᵥ (A *ᵥ x) + Real.cos (2 * θ) * (x ⬝ᵥ (B *ᵥ x)) := by
  have hz : (fun i => Complex.exp (θ * Complex.I) * (x i : ℂ)) =
      rotation (Real.cos θ • x) (Real.sin θ • x) := by
    funext i
    simp only [rotation, Pi.smul_apply, smul_eq_mul, Complex.exp_mul_I,
      Complex.ofReal_mul, Complex.ofReal_cos, Complex.ofReal_sin]
    ring
  rw [hz, secondVariation_rotation]
  simp only [mulVec_smul, smul_dotProduct, dotProduct_smul, add_mulVec, sub_mulVec,
    dotProduct_add, dotProduct_sub, smul_eq_mul, Real.cos_two_mul]
  linear_combination (x ⬝ᵥ (A *ᵥ x) - x ⬝ᵥ (B *ᵥ x)) * Real.sin_sq_add_cos_sq θ
```

## (g) An example with opposite signs

Let A be the identity and B twice the identity. Every pair then has the same excitation cost, which sets the unit of energy, and pairs with different labels are uncoupled. The coupling of each amplitude to its own conjugate is twice that cost. Such a coupling can occur when an amplitude rotates a spatial orbital occupied by both spins; in Hartree-Fock theory it vanishes for a single spin orbital. These values are chosen for illustration and not computed for a material. Show that for nonzero real x and y

E(x) > 0 and E(iy) < 0.

**Solution.** Here A + B is three times the identity and A − B is minus the identity. By (b),

E(x) = 3 ⟨x, x⟩,

E(iy) = −⟨y, y⟩.

The square of a nonzero real vector is positive, which gives both signs. With at least one pair present, a nonzero y exists, so the state passes the real test and is unstable.

In the Lean statement `1` is the identity matrix and `(2 : ℝ) • 1` its double. The auxiliary fact `pos` says that ⟨v, v⟩ > 0 for v ≠ 0. The rewriting steps evaluate each channel, and `linarith` reads off the sign.

```lean
/-- For `A = 1` and `B = 2`, with any number of particle-hole pairs, every nonzero real
rotation raises the energy to second order and every nonzero imaginary rotation lowers it. -/
theorem imaginary_instability [DecidableEq n] :
    (∀ x : n → ℝ, x ≠ 0 →
      0 < secondVariation 1 ((2 : ℝ) • (1 : Matrix n n ℝ)) (rotation x 0)) ∧
    (∀ y : n → ℝ, y ≠ 0 →
      secondVariation 1 ((2 : ℝ) • (1 : Matrix n n ℝ)) (rotation 0 y) < 0) := by
  have pos : ∀ v : n → ℝ, v ≠ 0 → 0 < v ⬝ᵥ v := fun v hv =>
    lt_of_le_of_ne (Finset.sum_nonneg fun i _ => mul_self_nonneg (v i))
      (fun h => hv (dotProduct_self_eq_zero.mp h.symm))
  -- the two channels have the values 3 ⟨x, x⟩ and -⟨y, y⟩
  constructor
  · intro x hx
    rw [secondVariation_rotation, zero_dotProduct, add_zero, add_mulVec, smul_mulVec,
      one_mulVec, dotProduct_add, dotProduct_smul, smul_eq_mul]
    linarith [pos x hx]
  · intro y hy
    rw [secondVariation_rotation, zero_dotProduct, zero_add, sub_mulVec, smul_mulVec,
      one_mulVec, dotProduct_sub, dotProduct_smul, smul_eq_mul]
    linarith [pos y hy]
```

## (h) The current in a mixed orbital

Take one pair and mix its two real orbitals with coefficients 1 and z. Between real orbitals the momentum operator has imaginary matrix elements. Suppose that the one between these two orbitals is not zero, as symmetry may otherwise require, and choose units and signs so that the current operator J has entries −i and i off the diagonal and zeros on it. Show that in the unnormalised mixed orbital

⟨J⟩ = 2 Im z.

**Solution.** Acting on the column (1, z), J gives (−iz, i). The scalar product with (1, z), conjugated on the left, is

−iz + i conj(z) = −i (z − conj(z)) = −i · 2i Im z = 2 Im z.

For the normalised orbital the value is 2 Im z / (1 + |z|²). A real amplitude carries no current, and an imaginary nonzero one does. For pairs with such a matrix element, this is the sense in which the unstable direction in (g) is of current type. It describes the onset within each pair; the state finally reached, and any cancellation of currents between pairs, depend on more than the second-order energy.

The definition `pairCurrent` is this scalar product, with `star` conjugating the left-hand vector.

```lean
/-- The expectation value of the current operator with entries `-i` and `i` between two real
orbitals, taken in the unnormalised mixed orbital with coefficients `1` and `z`. -/
def pairCurrent (z : ℂ) : ℂ :=
  star ![1, z] ⬝ᵥ (!![0, -Complex.I; Complex.I, 0] *ᵥ ![1, z])
```

Its values are complex numbers, so the theorem also says that the expectation value is real. The proof compares real and imaginary parts separately with `Complex.ext`; `simp` expands the two-component products, and `ring` settles what is left.

```lean
/-- In the unnormalised mixed orbital with coefficients `1` and `z`, the expectation value
`pairCurrent z` of the current operator with entries `-i` and `i` is twice the imaginary part of
`z`. -/
theorem pairCurrent_eq (z : ℂ) : pairCurrent z = ((2 * z.im : ℝ) : ℂ) := by
  apply Complex.ext <;>
    simp [pairCurrent, dotProduct, mulVec, Fin.sum_univ_two]
  ring

end

end ExcitonicStability
```

```lean
#print axioms ExcitonicStability.real_test_misses_iff
#print axioms ExcitonicStability.secondVariation_phase
#print axioms ExcitonicStability.imaginary_instability
#print axioms ExcitonicStability.pairCurrent_eq
```

```
'ExcitonicStability.real_test_misses_iff' depends on axioms: [propext, Classical.choice, Quot.sound]
'ExcitonicStability.secondVariation_phase' depends on axioms: [propext, Classical.choice, Quot.sound]
'ExcitonicStability.imaginary_instability' depends on axioms: [propext, Classical.choice, Quot.sound]
'ExcitonicStability.pairCurrent_eq' depends on axioms: [propext, Classical.choice, Quot.sound]
```
